# The 2n+1 rule for stationary energies with Lipschitz derivative

A charged particle on a spring, in a static field t, has the energy

f(t, y) = y²/2 − t y

at displacement y, with force constant and charge set to 1. The minimum lies at y = t, with energy −t²/2. If the particle is left at its field-free position y = 0, the displacement is wrong at first order in t, but the energy is wrong only by t²/2. The slope vanishes at the minimum, so an error in the position enters the energy squared.

The same holds for wave-function parameters. Suppose that the energy is stationary in the parameters and that its derivative with respect to them is Lipschitz, with one constant for all small perturbations. Then parameters correct through order n in the perturbation give the energy through order 2n+1.

The parameters form a real normed space `E`, of finite or infinite dimension. Complex coefficients enter through their real and imaginary parts.

```lean
import Mathlib

open Filter Topology Asymptotics Set

namespace VariationalTwoNPlusOne

variable {E : Type*} [NormedAddCommGroup E] [NormedSpace ℝ E]
```

## Stationary energy and truncated response

At fixed perturbation strength the energy is a function φ on `E`, and `fderiv ℝ φ y` is its gradient at y, taken as a linear map. On a convex region S we require

‖Dφ(y) − Dφ(z)‖ ≤ L ‖y − z‖, Dφ(x) = 0.

The constant L stands for a bound on the curvature of the energy, that is, on how stiffly it responds to the parameters. The point x need not be a minimum, so saddle points are admitted.

```lean
/-- The energy functional `φ` is differentiable with `L`-Lipschitz derivative on the convex
region `S`, and its derivative vanishes at the point `x` of `S`. -/
structure IsStationaryOn (φ : E → ℝ) (S : Set E) (L : ℝ) (x : E) : Prop where
  convex : Convex ℝ S
  mem : x ∈ S
  diff : ∀ y ∈ S, DifferentiableAt ℝ φ y
  lipschitz : ∀ y ∈ S, ∀ z ∈ S, ‖fderiv ℝ φ y - fderiv ℝ φ z‖ ≤ L * ‖y - z‖
  stationary : fderiv ℝ φ x = 0
```

The trial parameters are the response series cut after order n:

c₀ + t c₁ + … + tⁿ cₙ.

The vectors cₖ are Taylor coefficients, so the factor 1/k! is already in them.

```lean
/-- The response series `c₀ + t c₁ + ... + tⁿ cₙ`, truncated after order `n` in the
perturbation strength `t`. -/
def responseSeries (c : ℕ → E) (n : ℕ) (t : ℝ) : E :=
  ∑ k ∈ Finset.range (n + 1), t ^ k • c k
```

## The energy error is quadratic

Put u = y − x and follow the energy along the segment from x to y:

g(s) = φ(x + s u) − φ(x), 0 ≤ s ≤ 1.

Since Dφ(x) = 0, the slope obeys

|g′(s)| ≤ ‖Dφ(x + s u) − Dφ(x)‖ ‖u‖ ≤ L s ‖u‖².

With g(0) = 0, integration up to s = 1 gives

|φ(y) − φ(x)| ≤ L ‖y − x‖²/2.

In the proof, `hline` is the chain rule for g and `hslope` is the slope estimate. A mean-value comparison with the parabola L‖u‖²s²/2 takes the place of the integral.

```lean
/-- If `φ` is stationary at `x` with `L`-Lipschitz derivative on a convex region, the energy
error of a trial point `y` in that region is at most `L ‖y - x‖² / 2`. -/
theorem abs_energy_error_le {φ : E → ℝ} {S : Set E} {L : ℝ} {x y : E}
    (h : IsStationaryOn φ S L x) (hy : y ∈ S) :
    |φ y - φ x| ≤ L * ‖y - x‖ ^ 2 / 2 := by
  have hseg : ∀ s ∈ Icc (0 : ℝ) 1, x + s • (y - x) ∈ S := fun s hs =>
    h.convex.add_smul_sub_mem h.mem hy hs
  -- the energy along the segment from `x` to `y`
  have hline : ∀ s ∈ Icc (0 : ℝ) 1,
      HasDerivAt (fun s : ℝ => φ (x + s • (y - x)) - φ x)
        (fderiv ℝ φ (x + s • (y - x)) (y - x)) s := by
    intro s hs
    have h1 : HasDerivAt (fun s : ℝ => x + s • (y - x)) (y - x) s := by
      simpa using ((hasDerivAt_id' s).smul_const (y - x)).const_add x
    exact ((h.diff _ (hseg s hs)).hasFDerivAt.comp_hasDerivAt s h1).sub_const (φ x)
  -- the slope grows at most linearly in `s`
  have hslope : ∀ s ∈ Ico (0 : ℝ) 1,
      ‖fderiv ℝ φ (x + s • (y - x)) (y - x)‖ ≤ L * ‖y - x‖ ^ 2 * s := by
    intro s hs
    have hl := h.lipschitz _ (hseg s ⟨hs.1, hs.2.le⟩) x h.mem
    rw [h.stationary, sub_zero, add_sub_cancel_left, norm_smul,
      Real.norm_of_nonneg hs.1] at hl
    calc ‖fderiv ℝ φ (x + s • (y - x)) (y - x)‖
        ≤ ‖fderiv ℝ φ (x + s • (y - x))‖ * ‖y - x‖ := ContinuousLinearMap.le_opNorm _ _
      _ ≤ L * (s * ‖y - x‖) * ‖y - x‖ := mul_le_mul_of_nonneg_right hl (norm_nonneg _)
      _ = L * ‖y - x‖ ^ 2 * s := by ring
  have hB : ∀ s : ℝ, HasDerivAt (fun s : ℝ => L * ‖y - x‖ ^ 2 * (s * s) / 2)
      (L * ‖y - x‖ ^ 2 * s) s := fun s =>
    ((((hasDerivAt_id' s).fun_mul (hasDerivAt_id' s)).const_mul
      (L * ‖y - x‖ ^ 2)).div_const 2).congr_deriv (by ring)
  -- comparison with the parabola whose slope is the bound in `hslope`
  have key : ‖φ (x + (1 : ℝ) • (y - x)) - φ x‖ ≤ L * ‖y - x‖ ^ 2 * (1 * 1) / 2 :=
    image_norm_le_of_norm_deriv_right_le_deriv_boundary
      (f := fun s : ℝ => φ (x + s • (y - x)) - φ x)
      (f' := fun s : ℝ => fderiv ℝ φ (x + s • (y - x)) (y - x)) (a := 0) (b := 1)
      (B := fun s : ℝ => L * ‖y - x‖ ^ 2 * (s * s) / 2)
      (B' := fun s : ℝ => L * ‖y - x‖ ^ 2 * s)
      (fun s hs => (hline s hs).continuousAt.continuousWithinAt)
      (fun s hs => (hline s ⟨hs.1, hs.2.le⟩).hasDerivWithinAt)
      (by simp) hB hslope (right_mem_Icc.2 zero_le_one)
  have e : x + (1 : ℝ) • (y - x) = y := by rw [one_smul]; abel
  rw [e, Real.norm_eq_abs] at key
  linarith
```

Now let the energy f(t, ·), its stationary point x(t) and the trial point y(t) depend on t, with S and L common to all small t. If ‖y(t) − x(t)‖ ≤ C |t|ⁿ⁺¹, then

‖y(t) − x(t)‖² ≤ C² t²ⁿ⁺²,

and the quadratic bound makes the energy error O(t²ⁿ⁺²). In Lean, `∀ᶠ t in 𝓝 0` means "for all t close enough to 0".

```lean
/-- Let `f t` be stationary at `x t` for small `t`, with `L`-Lipschitz derivative on a common
convex region that contains the trial points `y t`. If the trial error is `O(tⁿ⁺¹)`, the energy
error is `O(t²ⁿ⁺²)`. -/
theorem energy_error_isBigO {f : ℝ → E → ℝ} {S : Set E} {L : ℝ} {x y : ℝ → E} {n : ℕ}
    (h : ∀ᶠ t in 𝓝 0, IsStationaryOn (f t) S L (x t)) (hy : ∀ᶠ t in 𝓝 0, y t ∈ S)
    (hyx : (fun t => y t - x t) =O[𝓝 0] fun t : ℝ => t ^ (n + 1)) :
    (fun t => f t (y t) - f t (x t)) =O[𝓝 0] fun t : ℝ => t ^ (2 * n + 2) := by
  have h1 : (fun t => f t (y t) - f t (x t)) =O[𝓝 0] fun t => ‖y t - x t‖ ^ 2 := by
    refine IsBigO.of_bound (L / 2) ?_
    filter_upwards [h, hy] with t ht hyt
    have hb := abs_energy_error_le ht hyt
    rw [Real.norm_eq_abs, Real.norm_of_nonneg (sq_nonneg ‖y t - x t‖)]
    linarith
  exact (h1.trans (hyx.norm_left.pow 2)).congr_right (fun t => by ring)
```

A Lipschitz derivative without stationarity is not enough. Take f(t, y) = y, whose derivative is constant, with x(t) = tⁿ⁺¹ and trial point 0. The energy error has size |t|ⁿ⁺¹, the same order as the parameter error.

## From error orders to equal coefficients

Comparing energies order by order needs one fact about polynomials. Let P ≠ 0 have degree below m and satisfy |P(t)| ≤ C|t|ᵐ near 0. Write P(t) = tᵏ q(t) with q(0) ≠ 0, so that k < m. Dividing by |t|ᵏ for t ≠ 0 gives

|q(t)| ≤ C |t|ᵐ⁻ᵏ → 0,

which contradicts q(0) ≠ 0.

```lean
/-- A polynomial in the perturbation strength of degree below `m` that is `O(tᵐ)` at `t = 0`
is zero. -/
theorem polynomial_eq_zero_of_isBigO {P : Polynomial ℝ} {m : ℕ} (hdeg : P.natDegree < m)
    (hP : (fun t : ℝ => P.eval t) =O[𝓝 0] fun t : ℝ => t ^ m) : P = 0 := by
  by_contra hne
  -- split off the largest power of `t`
  have hfac : ∃ (k : ℕ) (q : Polynomial ℝ), P = Polynomial.X ^ k * q ∧ q.eval 0 ≠ 0 := by
    obtain ⟨q, hq, hnd⟩ := P.exists_eq_pow_rootMultiplicity_mul_and_not_dvd hne 0
    rw [map_zero, sub_zero] at hq
    exact ⟨_, q, hq, fun h0 => hnd (Polynomial.dvd_iff_isRoot.2 h0)⟩
  obtain ⟨k, q, hPq, hq0⟩ := hfac
  have hk := Polynomial.natDegree_le_of_dvd (Dvd.intro q hPq.symm) hne
  rw [Polynomial.natDegree_X_pow] at hk
  have hkm : k < m := lt_of_le_of_lt hk hdeg
  obtain ⟨C, hC⟩ := hP.bound
  have hle : ∀ᶠ t in 𝓝[≠] (0 : ℝ), |q.eval t| ≤ C * |t| ^ (m - k) := by
    filter_upwards [hC.filter_mono nhdsWithin_le_nhds, self_mem_nhdsWithin] with t ht ht0
    have hpos : 0 < |t| ^ k := pow_pos (abs_pos.2 ht0) k
    have hsplit : |t| ^ m = |t| ^ k * |t| ^ (m - k) := by
      rw [← pow_add, Nat.add_sub_cancel' hkm.le]
    rw [hPq, Polynomial.eval_mul, Polynomial.eval_pow, Polynomial.eval_X, Real.norm_eq_abs,
      Real.norm_eq_abs, abs_mul, abs_pow, abs_pow, hsplit] at ht
    exact le_of_mul_le_mul_left (by linarith) hpos
  -- the remaining factor would have to vanish at `t = 0`
  have h1 : Tendsto (fun t : ℝ => |q.eval t|) (𝓝[≠] 0) (𝓝 |q.eval 0|) :=
    (q.continuous.abs.tendsto 0).mono_left nhdsWithin_le_nhds
  have hc : Continuous fun t : ℝ => C * |t| ^ (m - k) := by fun_prop
  have h2 := (hc.tendsto 0).mono_left (nhdsWithin_le_nhds (s := {(0 : ℝ)}ᶜ))
  have h3 := le_of_tendsto_of_tendsto h1 h2 hle
  rw [abs_zero, zero_pow (by omega), mul_zero] at h3
  exact hq0 (abs_nonpos_iff.1 h3)
```

Let P and Q be the expansions through order 2n+1 of the exact energy and of the energy at the truncated series r(t). Then

P − Q = [f(t, r) − Q] − [f(t, x) − P] − [f(t, r) − f(t, x)].

Each bracket is O(t²ⁿ⁺²) and P − Q has degree at most 2n+1, so P = Q. The region S is a neighbourhood of c₀, which keeps r(t) inside it for small t (`hmem`).

The theorem equates coefficients and supplies no formula for them. Both expansions, and the accuracy of the response series, are assumed. For a real calculation these assumptions are to be justified, normalised states or orthonormal orbitals expressed in free parameters, and `IsStationaryOn` verified for the resulting energy. For a variational energy that meets these conditions, such as a suitably parametrised Hartree–Fock energy in a finite basis, the first-order response to a static field fixes the energy through third order, and with it the first hyperpolarisability.

```lean
/-- The 2n+1 rule. Let `f t` be stationary at `x t` for small `t`, with `L`-Lipschitz derivative
on a convex neighbourhood of `c₀`, and let the response series through order `n` match `x t` up
to `O(tⁿ⁺¹)`. If the exact energy and the energy of the truncated series have expansions `P` and
`Q` through order `2n+1`, with remainders `O(t²ⁿ⁺²)`, then `P = Q`. -/
theorem two_n_plus_one_rule {f : ℝ → E → ℝ} {S : Set E} {L : ℝ} {x : ℝ → E} {c : ℕ → E}
    {n : ℕ} {P Q : Polynomial ℝ}
    (h : ∀ᶠ t in 𝓝 0, IsStationaryOn (f t) S L (x t)) (hS : S ∈ 𝓝 (c 0))
    (hx : (fun t => responseSeries c n t - x t) =O[𝓝 0] fun t : ℝ => t ^ (n + 1))
    (hPdeg : P.natDegree ≤ 2 * n + 1) (hQdeg : Q.natDegree ≤ 2 * n + 1)
    (hP : (fun t => f t (x t) - P.eval t) =O[𝓝 0] fun t : ℝ => t ^ (2 * n + 2))
    (hQ : (fun t => f t (responseSeries c n t) - Q.eval t)
      =O[𝓝 0] fun t : ℝ => t ^ (2 * n + 2)) :
    P = Q := by
  -- for small `t` the truncated series stays in the region
  have hcont : Continuous (responseSeries c n) := by
    unfold responseSeries
    fun_prop
  have h0 : responseSeries c n 0 = c 0 := by
    simp [responseSeries, Finset.sum_range_succ']
  have hmem : ∀ᶠ t in 𝓝 0, responseSeries c n t ∈ S :=
    (hcont.tendsto 0).eventually (by rw [h0]; exact hS)
  have hE := energy_error_isBigO h hmem hx
  have hdiff : (fun t : ℝ => (P - Q).eval t) =O[𝓝 0] fun t : ℝ => t ^ (2 * n + 2) :=
    ((hQ.sub hP).sub hE).congr_left
      (fun t => by simp only [Polynomial.eval_sub]; ring)
  have hdeg : (P - Q).natDegree < 2 * n + 2 :=
    lt_of_le_of_lt (Polynomial.natDegree_sub_le P Q) (by omega)
  exact sub_eq_zero.1 (polynomial_eq_zero_of_isBigO hdeg hdiff)
```

## The exponent 2n+2 is sharp

Adding t²/2 to the opening example completes the square, (y − t)²/2. Moving the centre to tⁿ⁺¹ gives an example for every n.

```lean
/-- A harmonic energy in one parameter `y`, centred at `tⁿ⁺¹`. -/
noncomputable def harmonicEnergy (n : ℕ) (t y : ℝ) : ℝ := (y - t ^ (n + 1)) ^ 2 / 2
```

The derivative is y − tⁿ⁺¹, so L = 1. At the trial point 0 the parameter error is of order n+1, and the energy error is exactly

t²ⁿ⁺²/2.

Were this O(t²ⁿ⁺³), the polynomial lemma would make it the zero polynomial, yet its value at t = 1 is 1/2.

```lean
/-- The order `2n+2` is sharp: the harmonic energy is stationary at `tⁿ⁺¹` with `1`-Lipschitz
derivative, and the energy error of the trial point `0` is not `O(t²ⁿ⁺³)`. -/
theorem order_sharp (n : ℕ) :
    (∀ t, IsStationaryOn (harmonicEnergy n t) univ 1 (t ^ (n + 1))) ∧
    ¬ (fun t => harmonicEnergy n t 0 - harmonicEnergy n t (t ^ (n + 1)))
      =O[𝓝 0] fun t : ℝ => t ^ (2 * n + 3) := by
  constructor
  · intro t
    have hd : ∀ y, HasDerivAt (harmonicEnergy n t) (y - t ^ (n + 1)) y := by
      intro y
      have e : harmonicEnergy n t =
          fun y => (y - t ^ (n + 1)) * (y - t ^ (n + 1)) / 2 := by
        funext y
        unfold harmonicEnergy
        ring
      have h1 := (hasDerivAt_id' y).sub_const (t ^ (n + 1))
      rw [e]
      exact ((h1.fun_mul h1).div_const 2).congr_deriv (by ring)
    have hf : ∀ y, fderiv ℝ (harmonicEnergy n t) y =
        (y - t ^ (n + 1)) • ContinuousLinearMap.id ℝ ℝ := by
      intro y
      rw [(hd y).hasFDerivAt.fderiv]
      ext
      simp
    refine ⟨convex_univ, mem_univ _, fun y _ => (hd y).differentiableAt, ?_, ?_⟩
    · intro y _ z _
      rw [hf y, hf z, ← sub_smul, norm_smul, sub_sub_sub_cancel_right]
      simp
    · rw [hf, sub_self, zero_smul]
  · intro hO
    -- the error is the polynomial `t²ⁿ⁺² / 2`, of degree below `2n+3`
    have hz : Polynomial.C (1 / 2 : ℝ) * Polynomial.X ^ (2 * n + 2) = 0 := by
      refine polynomial_eq_zero_of_isBigO (m := 2 * n + 3)
        (lt_of_le_of_lt (Polynomial.natDegree_C_mul_X_pow_le _ _) (by omega))
        (hO.congr_left fun t => ?_)
      simp only [harmonicEnergy, Polynomial.eval_mul, Polynomial.eval_C,
        Polynomial.eval_pow, Polynomial.eval_X]
      ring
    have h1 := congrArg (Polynomial.eval 1) hz
    norm_num at h1

end VariationalTwoNPlusOne
```

```lean
#print axioms VariationalTwoNPlusOne.two_n_plus_one_rule
#print axioms VariationalTwoNPlusOne.order_sharp
```

```
'VariationalTwoNPlusOne.two_n_plus_one_rule' depends on axioms: [propext, Classical.choice, Quot.sound]
'VariationalTwoNPlusOne.order_sharp' depends on axioms: [propext, Classical.choice, Quot.sound]
```
